# The product rule for the second derivative of the energy along a path of strain and internal displacement

The energy `E` is a real function of one real strain and an internal displacement in a real normed space `F`, and its second derivative is assumed differentiable everywhere. The point `γ` at which that second derivative is taken, and the two directions `a` and `b` to which it is applied, all vary with a real parameter and are differentiable at the value `e`. The lemma says that the rate of change at `e` is then a sum of three terms: the third derivative applied to the velocity of `γ` and the two directions, and two second-derivative terms in which one direction is replaced by its own rate of change. The attempt applies the chain rule to the second derivative along `γ`, and then the product rule `clm_apply` twice, once for each direction.

An attempt in Lean 4 with a fault in it:

```lean
import Mathlib

namespace InternalStrainThirdOrder

noncomputable section

universe v

variable {F : Type v} [NormedAddCommGroup F] [NormedSpace ℝ F] {E : ℝ × F → ℝ} {u : ℝ → F}

/-- The second derivative of the energy at `x`, applied to two directions in the joint space
of strain and internal displacement. -/
def D2 (E : ℝ × F → ℝ) (x a b : ℝ × F) : ℝ := fderiv ℝ (fderiv ℝ E) x a b

/-- The third derivative of the energy at `x`, applied to three joint directions. -/
def D3 (E : ℝ × F → ℝ) (x a b c : ℝ × F) : ℝ :=
  fderiv ℝ (fderiv ℝ (fderiv ℝ E)) x a b c

/-- The rate of change of a quantity `G` along a path is its derivative applied to the
velocity of the path. -/
theorem hasDerivAt_along {H : Type*} [NormedAddCommGroup H] [NormedSpace ℝ H]
    {G : ℝ × F → H} (hG : Differentiable ℝ G) {γ : ℝ → ℝ × F} {v : ℝ × F} {e : ℝ}
    (hγ : HasDerivAt γ v e) :
    HasDerivAt (fun s => G (γ s)) (fderiv ℝ G (γ e) v) e :=
  (hG (γ e)).hasFDerivAt.comp_hasDerivAt e hγ

set_option maxHeartbeats 400000 in
/-- The product rule for the second derivative of the energy along a path, with both
directions varying. -/
theorem hasDerivAt_D2 (hE : Differentiable ℝ (fderiv ℝ (fderiv ℝ E)))
    {γ a b : ℝ → ℝ × F} {v a' b' : ℝ × F} {e : ℝ} (hγ : HasDerivAt γ v e)
    (ha : HasDerivAt a a' e) (hb : HasDerivAt b b' e) :
    HasDerivAt (fun s => D2 E (γ s) (a s) (b s))
      (D3 E (γ e) v (a e) (b e) + D2 E (γ e) a' (b e) + D2 E (γ e) (a e) b') e := by
  have hf := (hE (γ e)).hasFDerivAt
  have h := hf.comp_hasDerivAt e hγ
  have h2 := (h.clm_apply ha).clm_apply hb
  simp only [ContinuousLinearMap.add_apply] at h2
  exact h2

end

end InternalStrainThirdOrder
```

The compiler's answer:

```
Main.lean:36:12: error: Application type mismatch: The argument
  hf
has type
  HasFDerivAt (fderiv ℝ (fderiv ℝ E)) (fderiv ℝ (fderiv ℝ (fderiv ℝ E)) (γ e)) (γ e)
but is expected to have type
  HasFDerivAt ?m.106 ?m.107 (γ e)
in the application
  HasFDerivAt.comp_hasDerivAt e hf
```

The one error is at the chain rule, `hf.comp_hasDerivAt e hγ`. Everything printed of the type of `hf` fits the expected type, so the mismatch lies in what is not printed, the spaces and their structures. The call doesn't name the space in which the function takes its values, so Lean has to read it off from `hf` and find its normed structure while it is still comparing the two types. Here that space consists of continuous linear maps into another space of continuous linear maps. Lean did not find a normed structure on it that matches the one in `hf` during the comparison, and so rejected `hf`.

The repair names the space. `hasDerivAt_along` is given `H` and `G` explicitly, so Lean finds the normed structure from the named space and only has to check that it agrees with the one in the hypothesis. The first product rule would have to work out the structure of a nested space in the same way. The helper `aux` therefore proves it for an arbitrary normed space `H`, whose structure is simply a hypothesis, and is then applied with `H` given as `(ℝ × F) →L[ℝ] ℝ`. The second `clm_apply`, for `b`, has real values and needs no such help. Finally `congr_deriv` puts the derivative in the stated form, by unfolding `D2` and `D3` and applying the sum of maps term by term.

Fix (accepted with no message):

```diff
@@ -33,9 +33,16 @@
     HasDerivAt (fun s => D2 E (γ s) (a s) (b s))
       (D3 E (γ e) v (a e) (b e) + D2 E (γ e) a' (b e) + D2 E (γ e) (a e) b') e := by
-  have hf := (hE (γ e)).hasFDerivAt
-  have h := hf.comp_hasDerivAt e hγ
-  have h2 := (h.clm_apply ha).clm_apply hb
-  simp only [ContinuousLinearMap.add_apply] at h2
-  exact h2
+  -- the product rule for one direction, with values in any normed space
+  have aux : ∀ (H : Type v) [NormedAddCommGroup H] [NormedSpace ℝ H] (G : ℝ × F → H),
+      Differentiable ℝ (fderiv ℝ G) → HasDerivAt (fun s => fderiv ℝ G (γ s) (a s))
+        (fderiv ℝ (fderiv ℝ G) (γ e) v (a e) + fderiv ℝ G (γ e) a') e := by
+    intro H _ _ G hG
+    have h : HasDerivAt (fun s => fderiv ℝ G (γ s)) (fderiv ℝ (fderiv ℝ G) (γ e) v) e :=
+      hasDerivAt_along (H := (ℝ × F) →L[ℝ] H) (G := fderiv ℝ G) hG hγ
+    exact h.clm_apply ha
+  have h : HasDerivAt (fun s => fderiv ℝ (fderiv ℝ E) (γ s) (a s))
+      (fderiv ℝ (fderiv ℝ (fderiv ℝ E)) (γ e) v (a e) + fderiv ℝ (fderiv ℝ E) (γ e) a') e :=
+    aux ((ℝ × F) →L[ℝ] ℝ) (fderiv ℝ E) hE
+  exact (h.clm_apply hb).congr_deriv (by simp only [D2, D3, add_apply])
 
 end
```
